# Invariance of the direct-RPA amplitude equation and energy under separate rotations of occupied and virtual orbitals

Take two occupied orbitals, numbered 0 and 1, with energies −1 and −2, and one virtual orbital with energy 0. There are then two occupied-virtual pairs, so all pair matrices are 2 × 2. Let the coupling be K = diag(4, 0). The matrix A holds the orbital-energy differences plus K:

A = diag(0 + 1 + 4, 0 + 2 + 0) = diag(5, 2)

The direct random-phase approximation (RPA) asks for an amplitude matrix T with K + AT + TA + TKT = 0. Trying T = diag(t, 0) leaves one equation:

4 + 10t + 4t² = 0, so t = −1/2 or t = −2

Choose t = −1/2. Then KT = diag(−2, 0), and the correlation energy is Tr(KT)/2 = −1, all of it from orbital 0.

Now mix the occupied orbitals by an orthogonal matrix U with rows u = (3/5, 4/5) and w = (−4/5, 3/5). Reading u and w as column vectors, the rotated matrices are

UᵀKU = 4uuᵀ, UᵀTU = −(1/2)uuᵀ, UᵀAU = 5uuᵀ + 2wwᵀ

Since uᵀu = 1 and uᵀw = 0, the new residual is (4 − 5 + 1)uuᵀ = 0. The product KT becomes −2uuᵀ, with diagonal −18/25 and −32/25. The energy is now −9/25 − 16/25: the total is still −1, but its division between the orbitals has changed. Orthogonality did all the work, and it does the same in general.

## The model

Let `o` and `v` be finite index types for the occupied and virtual orbitals. A pair (i,a) is an element of `o × v`, and M[ia,jb] denotes an entry of a pair matrix M. All matrices are real.

```lean
import Mathlib

open Matrix
open scoped Kronecker

namespace RPAOrbitalRotation

noncomputable section

variable {o v n : Type*} [Fintype o] [Fintype v] [Fintype n]
  [DecidableEq o] [DecidableEq v] [DecidableEq n]
```

If the columns of an orthogonal Q are the new basis vectors, a matrix M becomes QᵀMQ. The definition itself accepts any square Q; orthogonality enters as a hypothesis of the theorems.

```lean
/-- The matrix `Qᵀ M Q`. For orthogonal `Q` this is `M` expressed in the basis given by the
columns of `Q`. -/
def rotate (Q M : Matrix n n ℝ) : Matrix n n ℝ := Qᵀ * M * Q
```

An occupied rotation U and a virtual rotation V act on pairs through the Kronecker product Q = U ⊗ V:

Q[ia,jb] = U[i,j] V[a,b]

Occupied and virtual orbitals are never mixed with each other.

```lean
/-- The rotation of occupied-virtual pairs made of an occupied rotation `U` and a virtual
rotation `V`. -/
def pairRot (U : Matrix o o ℝ) (V : Matrix v v ℝ) : Matrix (o × v) (o × v) ℝ := U ⊗ₖ V
```

Rotated orbitals generally have non-diagonal Fock blocks, so A is defined for arbitrary blocks Fo and Fv, with δ the Kronecker delta:

A[ia,jb] = δ[i,j] Fv[a,b] − Fo[i,j] δ[a,b] + K[ia,jb]

In the physical case K[ia,jb] is the Coulomb integral (ia|jb) over real spin orbitals, without exchange. The file takes K as any real matrix, and requires no symmetry of K, T, Fo or Fv.

```lean
/-- The direct-RPA matrix `A`: orbital-energy differences for general, possibly non-diagonal,
Fock blocks, plus the coupling `K`. -/
def pairA (Fo : Matrix o o ℝ) (Fv : Matrix v v ℝ) (K : Matrix (o × v) (o × v) ℝ) :
    Matrix (o × v) (o × v) ℝ :=
  (1 : Matrix o o ℝ) ⊗ₖ Fv - Fo ⊗ₖ (1 : Matrix v v ℝ) + K
```

For real orbitals the second RPA matrix B equals K. The residual of the amplitude equation, a matrix Riccati equation, is therefore K + AT + TA + TKT.

```lean
/-- The residual `B + A T + T A + T B T` of the direct-RPA amplitude equation, with `B = K`. -/
def riccati (Fo : Matrix o o ℝ) (Fv : Matrix v v ℝ) (K T : Matrix (o × v) (o × v) ℝ) :
    Matrix (o × v) (o × v) ℝ :=
  K + pairA Fo Fv K * T + T * pairA Fo Fv K + T * K * T
```

The energy is Tr(KT)/2.

```lean
/-- The correlation energy `Tr(K T) / 2`. -/
def corrEnergy (K T : Matrix (o × v) (o × v) ℝ) : ℝ := (K * T).trace / 2
```

Keeping i fixed and summing over the virtual index gives the contribution of one occupied orbital:

e[i] = (1/2) Σₐ (KT)[ia,ia]

```lean
/-- The contribution of the occupied orbital `i` to the correlation energy. -/
def occEnergy (K T : Matrix (o × v) (o × v) ℝ) (i : o) : ℝ :=
  (∑ a, (K * T) (i, a) (i, a)) / 2
```

## Rotating the equation

The Kronecker product respects matrix multiplication, so

QQᵀ = (U ⊗ V)(Uᵀ ⊗ Vᵀ) = UUᵀ ⊗ VVᵀ = 1

The hypotheses are UᵀU = 1 and VᵀV = 1. For square matrices a one-sided inverse is two-sided, which is what `mul_eq_one_comm` supplies.

```lean
/-- Orthogonal rotations of the occupied and virtual orbitals give an orthogonal rotation of
the pairs. -/
theorem pairRot_orthogonal {U : Matrix o o ℝ} {V : Matrix v v ℝ}
    (hU : Uᵀ * U = 1) (hV : Vᵀ * V = 1) : pairRot U V * (pairRot U V)ᵀ = 1 := by
  have ht : (pairRot U V)ᵀ = Uᵀ ⊗ₖ Vᵀ := by
    ext ⟨i, a⟩ ⟨j, b⟩
    rfl
  rw [ht, pairRot, ← Matrix.mul_kronecker_mul, mul_eq_one_comm.mp hU,
    mul_eq_one_comm.mp hV, Matrix.one_kronecker_one]
```

With QQᵀ = 1, the rotation of a product is the product of the rotations:

(QᵀMQ)(QᵀNQ) = QᵀM(QQᵀ)NQ = Qᵀ(MN)Q

```lean
/-- An orthogonal change of basis respects matrix products. -/
theorem rotate_mul {Q : Matrix n n ℝ} (h : Q * Qᵀ = 1) (M N : Matrix n n ℝ) :
    rotate Q M * rotate Q N = rotate Q (M * N) := by
  unfold rotate
  calc Qᵀ * M * Q * (Qᵀ * N * Q) = Qᵀ * M * (Q * Qᵀ) * (N * Q) := by
        simp only [Matrix.mul_assoc]
    _ = Qᵀ * (M * N) * Q := by
        rw [h, Matrix.mul_one]
        simp only [Matrix.mul_assoc]
```

Next, A built from the rotated blocks must be the rotated A. For the virtual term,

Qᵀ(1 ⊗ Fv)Q = UᵀU ⊗ VᵀFvV = 1 ⊗ VᵀFvV

and for the occupied term,

Qᵀ(Fo ⊗ 1)Q = UᵀFoU ⊗ VᵀV = UᵀFoU ⊗ 1

These are `h1` and `h2` in the proof. The coupling is rotated by assumption, and linearity joins the three terms.

```lean
/-- The matrix `A` built from rotated Fock blocks and rotated coupling is the rotated `A`. -/
theorem pairA_rotate {U : Matrix o o ℝ} {V : Matrix v v ℝ}
    (hU : Uᵀ * U = 1) (hV : Vᵀ * V = 1)
    (Fo : Matrix o o ℝ) (Fv : Matrix v v ℝ) (K : Matrix (o × v) (o × v) ℝ) :
    pairA (rotate U Fo) (rotate V Fv) (rotate (pairRot U V) K)
      = rotate (pairRot U V) (pairA Fo Fv K) := by
  have ht : (pairRot U V)ᵀ = Uᵀ ⊗ₖ Vᵀ := by
    ext ⟨i, a⟩ ⟨j, b⟩
    rfl
  -- each one-particle term is rotated in its own space only
  have h1 : (1 : Matrix o o ℝ) ⊗ₖ rotate V Fv
      = rotate (pairRot U V) ((1 : Matrix o o ℝ) ⊗ₖ Fv) := by
    rw [rotate, rotate, ht, pairRot, ← Matrix.mul_kronecker_mul,
      ← Matrix.mul_kronecker_mul, Matrix.mul_one, hU]
  have h2 : rotate U Fo ⊗ₖ (1 : Matrix v v ℝ)
      = rotate (pairRot U V) (Fo ⊗ₖ (1 : Matrix v v ℝ)) := by
    rw [rotate, rotate, ht, pairRot, ← Matrix.mul_kronecker_mul,
      ← Matrix.mul_kronecker_mul, Matrix.mul_one, hV]
  unfold pairA
  rw [h1, h2]
  simp only [rotate, Matrix.mul_add, Matrix.mul_sub, Matrix.add_mul, Matrix.sub_mul]
```

Every term of the residual in the rotated orbitals is QᵀKQ or a product of rotated matrices. Writing R(T) for the original residual and R′ for the one built from UᵀFoU, VᵀFvV and QᵀKQ, we get

R′(QᵀTQ) = Qᵀ R(T) Q

The proof follows the same order: first A, then the products, then the sum.

```lean
/-- The residual of the rotated amplitudes in the rotated equation is the rotated residual. -/
theorem riccati_rotate {U : Matrix o o ℝ} {V : Matrix v v ℝ}
    (hU : Uᵀ * U = 1) (hV : Vᵀ * V = 1)
    (Fo : Matrix o o ℝ) (Fv : Matrix v v ℝ) (K T : Matrix (o × v) (o × v) ℝ) :
    riccati (rotate U Fo) (rotate V Fv) (rotate (pairRot U V) K) (rotate (pairRot U V) T)
      = rotate (pairRot U V) (riccati Fo Fv K T) := by
  unfold riccati
  rw [pairA_rotate hU hV]
  simp only [rotate_mul (pairRot_orthogonal hU hV)]
  simp only [rotate, Matrix.mul_add, Matrix.add_mul]
```

## Energy and equivalence

The trace over pairs is a double sum, over i and over a. Grouping it by i gives

Tr(KT)/2 = Σᵢ e[i]

This holds for any K and T, whether or not T solves the equation.

```lean
omit [DecidableEq o] [DecidableEq v] in
/-- The correlation energy is the sum of the contributions of the occupied orbitals. -/
theorem corrEnergy_eq_sum (K T : Matrix (o × v) (o × v) ℝ) :
    corrEnergy K T = ∑ i, occEnergy K T i := by
  simp only [corrEnergy, occEnergy, Matrix.trace, Matrix.diag_apply, Fintype.sum_prod_type,
    Finset.sum_div]
```

If R(T) = 0, then QᵀR(T)Q = 0. Conversely, if QᵀR(T)Q = 0, then

R(T) = QQᵀ R(T) QQᵀ = Q(QᵀR(T)Q)Qᵀ = 0

For the energy, cyclicity of the trace gives

Tr(QᵀKQ QᵀTQ) = Tr(QᵀKTQ) = Tr(QQᵀKT) = Tr(KT)

The theorem below says both things: T solves the original equation exactly when QᵀTQ solves the rotated one, and the two energies agree. It does not show that a solution exists, nor does it select one when there are several, such as t = −1/2 and t = −2 above.

A step worth reusing is `generalize pairRot U V = Q at h ⊢`. Once `h` records that QQᵀ = 1, the Kronecker structure is no longer needed; replacing it by a plain variable leaves a short argument about one orthogonal matrix, and no later rewrite can unfold the product by accident.

```lean
/-- Amplitudes solve the direct-RPA equation exactly when the rotated amplitudes solve the
equation in the rotated orbitals, and both give the same correlation energy. -/
theorem rpa_orbital_invariance {U : Matrix o o ℝ} {V : Matrix v v ℝ}
    (hU : Uᵀ * U = 1) (hV : Vᵀ * V = 1)
    (Fo : Matrix o o ℝ) (Fv : Matrix v v ℝ) (K T : Matrix (o × v) (o × v) ℝ) :
    (riccati (rotate U Fo) (rotate V Fv) (rotate (pairRot U V) K) (rotate (pairRot U V) T) = 0
      ↔ riccati Fo Fv K T = 0) ∧
    corrEnergy (rotate (pairRot U V) K) (rotate (pairRot U V) T) = corrEnergy K T := by
  have h := pairRot_orthogonal hU hV
  rw [riccati_rotate hU hV]
  generalize pairRot U V = Q at h ⊢
  refine ⟨⟨fun h0 => ?_, fun h0 => ?_⟩, ?_⟩
  · -- undo the rotation
    generalize riccati Fo Fv K T = R at h0 ⊢
    unfold rotate at h0
    calc R = (Q * Qᵀ) * R * (Q * Qᵀ) := by rw [h, Matrix.one_mul, Matrix.mul_one]
      _ = Q * (Qᵀ * R * Q) * Qᵀ := by simp only [Matrix.mul_assoc]
      _ = 0 := by rw [h0, Matrix.mul_zero, Matrix.zero_mul]
  · rw [h0, rotate, Matrix.mul_zero, Matrix.zero_mul]
  · -- the trace is cyclic
    rw [corrEnergy, corrEnergy, rotate_mul h, rotate, Matrix.trace_mul_comm,
      ← Matrix.mul_assoc, h, Matrix.one_mul]
```

For direct RPA in a finite real orbital basis, this means that amplitudes may be computed in orthonormal localised occupied and virtual orbitals without changing the energy, as long as nothing is truncated and the solution found is the one that corresponds to the original T. Low-scaling methods that discard small amplitudes introduce an error that the theorem does not address.

Orthogonality matters already for one occupied and one virtual orbital. Take Fo = −1, Fv = 0, K = 4 and T = −1/2, so that A = 5 and the residual is 4 − 5 + 1 = 0. With U = 3 and V = 1, the transformed values are Fo = −9, K = 36, T = −9/2 and A = 45. The residual becomes 36 − 405 + 729 = 360, and the energy goes from −1 to −81. What fails here is the set of formulas, which contain no overlap matrices; for orbitals that are not orthonormal, the overlaps have to be included. This counter-example is worked on paper and is not in the Lean file.

## Excitation energies

When T solves the amplitude equation, an eigenvector x of A + KT with eigenvalue ω gives an eigenvector (x, Tx), with the same ω, of the full RPA matrix, whose block rows are (A, K) and (−K, −A). In the opening example t = −1/2 gives A + KT = diag(3, 2), and 3 and 2 are the excitation energies, the positive eigenvalues of the full matrix. The other solution, t = −2, gives diag(−3, 2), so the eigenvalues of A + KT are the excitation energies only for the right choice of T. Under rotation,

Qᵀ(A + KT)Q Qᵀx = Qᵀ(A + KT)x = ωQᵀx

and Qᵀx is not zero, because x = QQᵀx. The theorem states this for any T and any real ω; it does not use the amplitude equation.

```lean
/-- An eigenvector of `A + K T` becomes, after rotation, an eigenvector of the matrix built in
the rotated orbitals, with the same eigenvalue. -/
theorem excitation_rotate {U : Matrix o o ℝ} {V : Matrix v v ℝ}
    (hU : Uᵀ * U = 1) (hV : Vᵀ * V = 1)
    (Fo : Matrix o o ℝ) (Fv : Matrix v v ℝ) (K T : Matrix (o × v) (o × v) ℝ)
    {x : o × v → ℝ} {ω : ℝ} (hx0 : x ≠ 0) (hx : (pairA Fo Fv K + K * T) *ᵥ x = ω • x) :
    (pairRot U V)ᵀ *ᵥ x ≠ 0 ∧
    (pairA (rotate U Fo) (rotate V Fv) (rotate (pairRot U V) K)
        + rotate (pairRot U V) K * rotate (pairRot U V) T) *ᵥ ((pairRot U V)ᵀ *ᵥ x)
      = ω • ((pairRot U V)ᵀ *ᵥ x) := by
  have h := pairRot_orthogonal hU hV
  rw [pairA_rotate hU hV, rotate_mul h]
  generalize pairRot U V = Q at h ⊢
  constructor
  · intro h0
    apply hx0
    calc x = (Q * Qᵀ) *ᵥ x := by rw [h, Matrix.one_mulVec]
      _ = 0 := by rw [← Matrix.mulVec_mulVec, h0, Matrix.mulVec_zero]
  · have hM : rotate Q (pairA Fo Fv K) + rotate Q (K * T)
        = rotate Q (pairA Fo Fv K + K * T) := by
      simp only [rotate, Matrix.mul_add, Matrix.add_mul]
    rw [hM, rotate, Matrix.mulVec_mulVec, Matrix.mul_assoc _ Q Qᵀ, h, Matrix.mul_one,
      ← Matrix.mulVec_mulVec, hx, Matrix.mulVec_smul]
```

## Contributions of single orbitals

Suppose only the virtual orbitals are rotated, so Q = 1 ⊗ V. Put M = KT, fix i, and let N[a,b] = M[ia,ib] be the diagonal block of orbital i. Then

(QᵀMQ)[ia,ia] = Σ_b Σ_c V[b,a] N[b,c] V[c,a] = (VᵀNV)[a,a]

Summing over a gives Tr(VᵀNV) = Tr(N), so each e[i] is unchanged separately. In the proof `hN` is the entry formula and `htr` the trace identity.

```lean
/-- A rotation of the virtual orbitals alone leaves the contribution of every single occupied
orbital unchanged. -/
theorem occEnergy_virtual_rotation {V : Matrix v v ℝ} (hV : Vᵀ * V = 1)
    (K T : Matrix (o × v) (o × v) ℝ) (i : o) :
    occEnergy (rotate (pairRot 1 V) K) (rotate (pairRot 1 V) T) i = occEnergy K T i := by
  have h : pairRot (1 : Matrix o o ℝ) V * (pairRot 1 V)ᵀ = 1 :=
    pairRot_orthogonal (by simp) hV
  unfold occEnergy
  rw [rotate_mul h]
  generalize K * T = M
  -- only the diagonal block of the orbital `i` enters
  let N : Matrix v v ℝ := Matrix.of fun a b => M (i, a) (i, b)
  have hN : ∀ a, rotate (pairRot 1 V) M (i, a) (i, a) = (Vᵀ * N * V) a a := by
    intro a
    simp [rotate, pairRot, N, Matrix.mul_apply, Fintype.sum_prod_type_right,
      Matrix.one_apply]
  have htr : (Vᵀ * N * V).trace = N.trace := by
    rw [Matrix.trace_mul_comm, ← Matrix.mul_assoc, mul_eq_one_comm.mp hV, Matrix.one_mul]
  have hsum : ∑ a, rotate (pairRot 1 V) M (i, a) (i, a) = ∑ a, M (i, a) (i, a) := by
    rw [Finset.sum_congr rfl fun a _ => hN a]
    exact htr
  rw [hsum]
```

An occupied rotation can mix the blocks of different i, and then only the total is guaranteed to stay the same. The opening example shows this. Its rotation is

```lean
/-- A rotation of two occupied orbitals. -/
def exU : Matrix (Fin 2) (Fin 2) ℝ := !![3/5, 4/5; -4/5, 3/5]
```

The coupling diag(4, 0) is written as a Kronecker product with the 1 × 1 identity, so that its indices are pairs.

```lean
/-- A coupling that acts on the first of two occupied orbitals, with one virtual orbital. -/
def exK : Matrix (Fin 2 × Fin 1) (Fin 2 × Fin 1) ℝ := !![4, 0; 0, 0] ⊗ₖ 1
```

The amplitudes diag(−1/2, 0) are written in the same way.

```lean
/-- Amplitudes for the coupling `exK`. -/
def exT : Matrix (Fin 2 × Fin 1) (Fin 2 × Fin 1) ℝ := !![-1/2, 0; 0, 0] ⊗ₖ 1
```

Four facts are checked: U is orthogonal, T solves the amplitude equation, the contribution of orbital 0 is −1, and after the rotation it is −9/25. For the first two, which are matrix equations, the proof runs through the entries with `fin_cases`; the numbers in all four are evaluated with `norm_num`. For the last fact it first applies `rotate_mul`, so that only the product KT has to be rotated, as was done by hand.

```lean
/-- For occupied energies -1 and -2 and virtual energy 0, `exT` solves the direct-RPA equation,
and the occupied rotation `exU` changes the first orbital's contribution from -1 to -9/25. -/
theorem occEnergy_occupied_rotation_witness :
    exUᵀ * exU = 1 ∧ riccati !![-1, 0; 0, -2] 0 exK exT = 0 ∧
    occEnergy exK exT 0 = -1 ∧
    occEnergy (rotate (pairRot exU 1) exK) (rotate (pairRot exU 1) exT) 0 = -9/25 := by
  have hU : exUᵀ * exU = 1 := by
    ext i j
    fin_cases i <;> fin_cases j <;>
      norm_num [exU, Matrix.mul_apply, Fin.sum_univ_succ]
  refine ⟨hU, ?_, ?_, ?_⟩
  · ext ⟨i, a⟩ ⟨j, b⟩
    fin_cases i <;> fin_cases a <;> fin_cases j <;> fin_cases b <;>
      norm_num [riccati, pairA, exK, exT, Matrix.mul_apply, Fintype.sum_prod_type,
        Fin.sum_univ_succ]
  · norm_num [occEnergy, exK, exT, Matrix.mul_apply, Fintype.sum_prod_type,
      Fin.sum_univ_succ]
  · rw [occEnergy, rotate_mul (pairRot_orthogonal hU (by simp))]
    norm_num [rotate, pairRot, exU, exK, exT, Matrix.mul_apply, Fintype.sum_prod_type,
      Fin.sum_univ_succ]

end

end RPAOrbitalRotation
```

```lean
#print axioms RPAOrbitalRotation.corrEnergy_eq_sum
-- 'RPAOrbitalRotation.corrEnergy_eq_sum' depends on axioms: [propext, Classical.choice, Quot.sound]
#print axioms RPAOrbitalRotation.rpa_orbital_invariance
-- 'RPAOrbitalRotation.rpa_orbital_invariance' depends on axioms: [propext, Classical.choice, Quot.sound]
#print axioms RPAOrbitalRotation.excitation_rotate
-- 'RPAOrbitalRotation.excitation_rotate' depends on axioms: [propext, Classical.choice, Quot.sound]
#print axioms RPAOrbitalRotation.occEnergy_virtual_rotation
-- 'RPAOrbitalRotation.occEnergy_virtual_rotation' depends on axioms: [propext, Classical.choice, Quot.sound]
```
